# The von Weizsäcker kinetic energy density is subadditive over differentiable, positive spin densities

A density is a function $\rho:E\to\mathbb R$ on a real inner-product space $E$, for instance $\mathbb R^3$. In atomic units its von Weizsäcker kinetic energy density is $\tau_W[\rho]=\|\nabla\rho\|^2/(8\rho)$. Two spin densities $n_1,n_2$ have total $n=n_1+n_2$ and polarization $\zeta=(n_1-n_2)/n$. All results hold at a single point $x$; nothing is integrated.

```lean
import Mathlib

open InnerProductSpace

namespace WeizsaeckerSubadditivity

noncomputable section

variable {E : Type*} [NormedAddCommGroup E] [InnerProductSpace ℝ E]
```

The `variable` line fixes $E$, whose dimension may be infinite.

## Channels as numbers and vectors

```lean
/-- For positive densities `n₁, n₂` and vectors `g₁, g₂`, the excess of the two separate terms
`‖g‖²/n` over the combined term is `n₁ n₂/(n₁ + n₂) ‖g₁/n₁ - g₂/n₂‖²`. -/
theorem two_channel_excess {n₁ n₂ : ℝ} (h₁ : 0 < n₁) (h₂ : 0 < n₂) (g₁ g₂ : E) :
    ‖g₁‖ ^ 2 / n₁ + ‖g₂‖ ^ 2 / n₂ - ‖g₁ + g₂‖ ^ 2 / (n₁ + n₂)
      = n₁ * n₂ / (n₁ + n₂) * ‖n₁⁻¹ • g₁ - n₂⁻¹ • g₂‖ ^ 2 := by
  have a₁ := h₁.ne'
  have a₂ := h₂.ne'
  have hs : n₁ + n₂ ≠ 0 := (add_pos h₁ h₂).ne'
  -- expand both squared norms
  rw [norm_add_sq_real g₁ g₂, norm_sub_sq_real (n₁⁻¹ • g₁) (n₂⁻¹ • g₂)]
  simp only [norm_smul, mul_pow, Real.norm_eq_abs, sq_abs, real_inner_smul_left,
    real_inner_smul_right]
  field_simp
  ring
```

Here $n_1,n_2$ are positive numbers and $g_1,g_2$ are vectors, standing for densities and gradients at one point. The symbol `•` multiplies a vector by a scalar, so `n₁⁻¹ • g₁` is $g_1/n_1$. After the colon comes the claim, and after `:=` its proof.

By hand, set $u_i=g_i/n_i$. The left side times $n_1+n_2$ is
$$(n_1+n_2)(n_1\|u_1\|^2+n_2\|u_2\|^2)-\|n_1u_1+n_2u_2\|^2=n_1n_2\|u_1-u_2\|^2,$$
because the terms $n_i^2\|u_i\|^2$ cancel. Dividing by $n_1+n_2$ gives the identity. In Lean, `rw` expands the squared norms, `field_simp` clears denominators and `ring` checks the remaining algebra.

```lean
/-- For positive `n₁, n₂`, `‖g₁ + g₂‖²/(n₁ + n₂) ≤ ‖g₁‖²/n₁ + ‖g₂‖²/n₂`, with equality exactly
when `g₁/n₁ = g₂/n₂`. -/
theorem two_channel_bound {n₁ n₂ : ℝ} (h₁ : 0 < n₁) (h₂ : 0 < n₂) (g₁ g₂ : E) :
    ‖g₁ + g₂‖ ^ 2 / (n₁ + n₂) ≤ ‖g₁‖ ^ 2 / n₁ + ‖g₂‖ ^ 2 / n₂ ∧
      (‖g₁ + g₂‖ ^ 2 / (n₁ + n₂) = ‖g₁‖ ^ 2 / n₁ + ‖g₂‖ ^ 2 / n₂ ↔
        n₁⁻¹ • g₁ = n₂⁻¹ • g₂) := by
  have hid := two_channel_excess h₁ h₂ g₁ g₂
  have hc : 0 < n₁ * n₂ / (n₁ + n₂) := by positivity
  refine ⟨?_, ?_, ?_⟩
  · have := mul_nonneg hc.le (sq_nonneg ‖n₁⁻¹ • g₁ - n₂⁻¹ • g₂‖)
    linarith
  · intro h
    have h0 := hid.symm.trans (sub_eq_zero.mpr h.symm)
    have h1 := (mul_eq_zero.mp h0).resolve_left hc.ne'
    exact sub_eq_zero.mp (norm_eq_zero.mp ((pow_eq_zero_iff two_ne_zero).mp h1))
  · intro h
    have h0 : n₁ * n₂ / (n₁ + n₂) * ‖n₁⁻¹ • g₁ - n₂⁻¹ • g₂‖ ^ 2 = 0 := by
      rw [h, sub_self, norm_zero]
      ring
    exact (sub_eq_zero.mp (hid.trans h0)).symm
```

The excess is a positive factor times a square. It is therefore nonnegative, and it vanishes exactly when $g_1/n_1=g_2/n_2$. The symbol `∧` joins the bound to its equality case, and `↔` means "if and only if". The proof handles the inequality and the two directions separately.

```lean
/-- For a nonempty finite set of channels with positive densities `nᵢ`, total density `N` and
total vector `G`, the excess `∑ ‖gᵢ‖²/nᵢ - ‖G‖²/N` equals `∑ nᵢ ‖gᵢ/nᵢ - G/N‖²`. -/
theorem many_channel_excess {ι : Type*} {s : Finset ι} (hs : s.Nonempty) {n : ι → ℝ}
    (hn : ∀ i ∈ s, 0 < n i) (g : ι → E) :
    (∑ i ∈ s, ‖g i‖ ^ 2 / n i) - ‖∑ i ∈ s, g i‖ ^ 2 / (∑ i ∈ s, n i)
      = ∑ i ∈ s, n i * ‖(n i)⁻¹ • g i - (∑ j ∈ s, n j)⁻¹ • ∑ j ∈ s, g j‖ ^ 2 := by
  have hN : 0 < ∑ i ∈ s, n i := Finset.sum_pos hn hs
  -- weighted spread of gᵢ/nᵢ about an arbitrary vector u
  have key : ∀ u : E, ∑ i ∈ s, n i * ‖(n i)⁻¹ • g i - u‖ ^ 2
      = (∑ i ∈ s, ‖g i‖ ^ 2 / n i) - 2 * inner ℝ (∑ i ∈ s, g i) u
        + (∑ i ∈ s, n i) * ‖u‖ ^ 2 := by
    intro u
    rw [sum_inner, Finset.mul_sum, Finset.sum_mul, ← Finset.sum_sub_distrib,
      ← Finset.sum_add_distrib]
    refine Finset.sum_congr rfl fun i hi => ?_
    have hi0 := (hn i hi).ne'
    rw [norm_sub_sq_real]
    simp only [norm_smul, mul_pow, Real.norm_eq_abs, sq_abs, real_inner_smul_left]
    field_simp
  have final : ∀ A N a : ℝ, N ≠ 0 →
      A - a / N = A - 2 * (N⁻¹ * a) + N * (N⁻¹ ^ 2 * a) := by
    intro A N a h
    field_simp
    ring
  -- choose u = G/N
  rw [key, real_inner_smul_right, real_inner_self_eq_norm_sq]
  simp only [norm_smul, mul_pow, Real.norm_eq_abs, sq_abs]
  exact final _ _ _ hN.ne'
```

Now `s` is a nonempty finite set of channels, with $N=\sum_i n_i$ and $G=\sum_i g_i$. For any vector $u$,
$$\sum_i n_i\left\|\frac{g_i}{n_i}-u\right\|^2=\sum_i\frac{\|g_i\|^2}{n_i}-2\,G\cdot u+N\|u\|^2.$$
This is `key`. Choosing $u=G/N$ turns the last two terms into $-\|G\|^2/N$, which `final` verifies.

```lean
/-- For a nonempty finite set of channels with positive densities `nᵢ`, total density `N` and total
vector `G = ∑ gᵢ`, `‖G‖²/N ≤ ∑ ‖gᵢ‖²/nᵢ`, with equality exactly when every `gᵢ/nᵢ` equals `G/N`. -/
theorem many_channel_bound {ι : Type*} {s : Finset ι} (hs : s.Nonempty) {n : ι → ℝ}
    (hn : ∀ i ∈ s, 0 < n i) (g : ι → E) :
    ‖∑ i ∈ s, g i‖ ^ 2 / (∑ i ∈ s, n i) ≤ (∑ i ∈ s, ‖g i‖ ^ 2 / n i) ∧
      (‖∑ i ∈ s, g i‖ ^ 2 / (∑ i ∈ s, n i) = (∑ i ∈ s, ‖g i‖ ^ 2 / n i) ↔
        ∀ i ∈ s, (n i)⁻¹ • g i = (∑ j ∈ s, n j)⁻¹ • ∑ j ∈ s, g j) := by
  have hid := many_channel_excess hs hn g
  have hnn : ∀ i ∈ s,
      0 ≤ n i * ‖(n i)⁻¹ • g i - (∑ j ∈ s, n j)⁻¹ • ∑ j ∈ s, g j‖ ^ 2 :=
    fun i hi => mul_nonneg (hn i hi).le (sq_nonneg _)
  have hz := Finset.sum_eq_zero_iff_of_nonneg hnn
  refine ⟨?_, ?_, ?_⟩
  · exact sub_nonneg.mp (le_of_le_of_eq (Finset.sum_nonneg hnn) hid.symm)
  · intro h i hi
    have h0 := hz.mp (hid.symm.trans (sub_eq_zero.mpr h.symm)) i hi
    have h1 := (mul_eq_zero.mp h0).resolve_left (hn i hi).ne'
    exact sub_eq_zero.mp (norm_eq_zero.mp ((pow_eq_zero_iff two_ne_zero).mp h1))
  · intro h
    have h0 : ∀ i ∈ s,
        n i * ‖(n i)⁻¹ • g i - (∑ j ∈ s, n j)⁻¹ • ∑ j ∈ s, g j‖ ^ 2 = 0 := by
      intro i hi
      rw [h i hi, sub_self, norm_zero]
      ring
    exact (sub_eq_zero.mp (hid.trans (hz.mpr h0))).symm
```

A sum of nonnegative terms is nonnegative, and it is zero only if each term is. Hence $\|G\|^2/N\le\sum_i\|g_i\|^2/n_i$, with equality exactly when every $g_i/n_i$ equals $G/N$.

## Spin densities and the gradient of the polarization

```lean
variable [CompleteSpace E]

/-- The von Weizsäcker kinetic energy density `‖∇ρ‖²/(8ρ)` of a density `ρ` at the point `x`. -/
def weizsaecker (ρ : E → ℝ) (x : E) : ℝ :=
  ‖gradient ρ x‖ ^ 2 / (8 * ρ x)
```

`weizsaecker ρ x` is $\tau_W[\rho](x)$. Completeness of $E$ lets Lean represent a derivative, which is a linear map, by a gradient vector.

```lean
/-- The relative spin polarization `ζ = (n₁ - n₂)/(n₁ + n₂)` of two spin densities. -/
def polarization (n₁ n₂ : E → ℝ) (x : E) : ℝ :=
  (n₁ x - n₂ x) / (n₁ x + n₂ x)
```

This is $\zeta(x)$, with $n_1$ and $n_2$ now functions.

```lean
/-- Where both spin densities are differentiable, the gradient of the total density is the sum of
their gradients. -/
theorem hasGradientAt_total {n₁ n₂ : E → ℝ} {g₁ g₂ x : E}
    (h₁ : HasGradientAt n₁ g₁ x) (h₂ : HasGradientAt n₂ g₂ x) :
    HasGradientAt (n₁ + n₂) (g₁ + g₂) x := by
  rw [hasGradientAt_iff_hasFDerivAt] at h₁ h₂ ⊢
  rw [map_add]
  exact h₁.add h₂
```

`HasGradientAt n₁ g₁ x` says that $n_1$ is differentiable at $x$ with gradient $g_1$. The theorem is $\nabla(n_1+n_2)=\nabla n_1+\nabla n_2$, proved by adding derivatives.

```lean
/-- Where both spin densities are differentiable and their total is nonzero, the polarization has
gradient `2 (n₂ ∇n₁ - n₁ ∇n₂)/(n₁ + n₂)²`. -/
theorem hasGradientAt_polarization {n₁ n₂ : E → ℝ} {g₁ g₂ x : E}
    (h₁ : HasGradientAt n₁ g₁ x) (h₂ : HasGradientAt n₂ g₂ x) (hN : n₁ x + n₂ x ≠ 0) :
    HasGradientAt (polarization n₁ n₂)
      ((2 / (n₁ x + n₂ x) ^ 2) • (n₂ x • g₁ - n₁ x • g₂)) x := by
  rw [hasGradientAt_iff_hasFDerivAt] at h₁ h₂ ⊢
  -- product rule for (n₁ - n₂) times the inverse of the total density
  have hinv := HasDerivAt.comp_hasFDerivAt (f := n₁ + n₂) x (hasDerivAt_inv hN) (h₁.add h₂)
  have hmul := (h₁.sub h₂).mul hinv
  have hfun : polarization n₁ n₂ = (n₁ - n₂) * ((fun y : ℝ => y⁻¹) ∘ (n₁ + n₂)) := by
    funext y
    simp [polarization, div_eq_mul_inv]
  have hsm : ∀ (c : ℝ) (w : E), toDual ℝ E (c • w) = c • toDual ℝ E w := by
    intro c w
    ext v
    exact real_inner_smul_left w v c
  -- the claimed gradient written in the form given by the product rule
  have hvec : (2 / (n₁ x + n₂ x) ^ 2) • (n₂ x • g₁ - n₁ x • g₂)
      = (n₁ x - n₂ x) • ((-((n₁ x + n₂ x) ^ 2)⁻¹) • (g₁ + g₂))
        + (n₁ x + n₂ x)⁻¹ • (g₁ - g₂) := by
    match_scalars <;> field_simp <;> ring
  rw [hvec]
  simp only [map_add, map_sub, hsm]
  rw [hfun]
  exact hmul
```

The quotient rule gives
$$\nabla\zeta=\frac{\nabla n_1-\nabla n_2}{n}-\frac{(n_1-n_2)(\nabla n_1+\nabla n_2)}{n^2}=\frac{2(n_2\nabla n_1-n_1\nabla n_2)}{n^2}.$$
Lean applies the product rule to $(n_1-n_2)\,n^{-1}$; `hvec` matches the two forms by comparing the coefficients of $g_1$ and $g_2$.

```lean
/-- For differentiable positive spin densities, the sum of the two von Weizsäcker densities is
the one of the total density `n` plus `n ‖∇ζ‖²/(8 (1 - ζ²))`. -/
theorem weizsaecker_spin_decomposition {n₁ n₂ : E → ℝ} {x : E}
    (h₁ : DifferentiableAt ℝ n₁ x) (h₂ : DifferentiableAt ℝ n₂ x)
    (p₁ : 0 < n₁ x) (p₂ : 0 < n₂ x) :
    weizsaecker n₁ x + weizsaecker n₂ x
      = weizsaecker (n₁ + n₂) x
        + (n₁ x + n₂ x) * ‖gradient (polarization n₁ n₂) x‖ ^ 2
          / (8 * (1 - polarization n₁ n₂ x ^ 2)) := by
  have a₁ := p₁.ne'
  have a₂ := p₂.ne'
  have hN : n₁ x + n₂ x ≠ 0 := (add_pos p₁ p₂).ne'
  have ht := (hasGradientAt_total h₁.hasGradientAt h₂.hasGradientAt).gradient
  have hz := (hasGradientAt_polarization h₁.hasGradientAt h₂.hasGradientAt hN).gradient
  -- 1 - ζ² = 4 n₁ n₂ / n²
  have hζ : 1 - polarization n₁ n₂ x ^ 2 = 4 * n₁ x * n₂ x / (n₁ x + n₂ x) ^ 2 := by
    unfold polarization
    field_simp
    ring
  unfold weizsaecker
  rw [ht, hz, hζ, norm_add_sq_real, norm_smul, mul_pow, norm_sub_sq_real]
  simp only [Pi.add_apply, norm_smul, mul_pow, Real.norm_eq_abs, sq_abs, real_inner_smul_left,
    real_inner_smul_right]
  field_simp
  ring
```

In words, $\tau_W[n_1]+\tau_W[n_2]=\tau_W[n]+n\|\nabla\zeta\|^2/(8(1-\zeta^2))$. Positivity of both densities means that both spin channels are populated at $x$, so fully polarized points are excluded.

With $d=\nabla n_1/n_1-\nabla n_2/n_2$, the previous formula reads $\nabla\zeta=(2n_1n_2/n^2)\,d$. Also $1-\zeta^2=4n_1n_2/n^2$, so
$$\frac{n\|\nabla\zeta\|^2}{8(1-\zeta^2)}=\frac{n_1n_2}{8n}\|d\|^2,$$
which is one eighth of the two-channel excess. Lean substitutes the gradients and checks the resulting identity directly.

```lean
/-- The von Weizsäcker density is subadditive over two differentiable positive spin densities.
Equality holds exactly when `∇n₁/n₁ = ∇n₂/n₂`, and exactly when `∇ζ = 0`. -/
theorem weizsaecker_spin_subadditive {n₁ n₂ : E → ℝ} {x : E}
    (h₁ : DifferentiableAt ℝ n₁ x) (h₂ : DifferentiableAt ℝ n₂ x)
    (p₁ : 0 < n₁ x) (p₂ : 0 < n₂ x) :
    weizsaecker (n₁ + n₂) x ≤ weizsaecker n₁ x + weizsaecker n₂ x ∧
      (weizsaecker (n₁ + n₂) x = weizsaecker n₁ x + weizsaecker n₂ x ↔
        (n₁ x)⁻¹ • gradient n₁ x = (n₂ x)⁻¹ • gradient n₂ x) ∧
      (weizsaecker (n₁ + n₂) x = weizsaecker n₁ x + weizsaecker n₂ x ↔
        gradient (polarization n₁ n₂) x = 0) := by
  have hN : n₁ x + n₂ x ≠ 0 := (add_pos p₁ p₂).ne'
  have ht := (hasGradientAt_total h₁.hasGradientAt h₂.hasGradientAt).gradient
  have e : ∀ a n : ℝ, a / (8 * n) = a / n / 8 := by
    intro a n
    ring
  have w : weizsaecker (n₁ + n₂) x
      = ‖gradient n₁ x + gradient n₂ x‖ ^ 2 / (n₁ x + n₂ x) / 8 := by
    rw [weizsaecker, ht]
    exact e _ _
  have w₁ : weizsaecker n₁ x = ‖gradient n₁ x‖ ^ 2 / n₁ x / 8 := e _ _
  have w₂ : weizsaecker n₂ x = ‖gradient n₂ x‖ ^ 2 / n₂ x / 8 := e _ _
  obtain ⟨hle, hiff⟩ := two_channel_bound p₁ p₂ (gradient n₁ x) (gradient n₂ x)
  have hdec := weizsaecker_spin_decomposition h₁ h₂ p₁ p₂
  have hζ : 1 - polarization n₁ n₂ x ^ 2 = 4 * n₁ x * n₂ x / (n₁ x + n₂ x) ^ 2 := by
    unfold polarization
    field_simp
    ring
  have hD : 0 < 8 * (1 - polarization n₁ n₂ x ^ 2) := by
    rw [hζ]
    positivity
  refine ⟨by linarith, ⟨fun h => hiff.mp (by linarith), fun h => ?_⟩, fun h => ?_, fun h => ?_⟩
  · have := hiff.mpr h
    linarith
  · -- the polarization term of the decomposition must vanish
    have h0 : (n₁ x + n₂ x) * ‖gradient (polarization n₁ n₂) x‖ ^ 2
        / (8 * (1 - polarization n₁ n₂ x ^ 2)) = 0 := by linarith
    have h1 := (div_eq_zero_iff.mp h0).resolve_right hD.ne'
    have h2 := (mul_eq_zero.mp h1).resolve_left hN
    exact norm_eq_zero.mp ((pow_eq_zero_iff two_ne_zero).mp h2)
  · rw [hdec, h]
    simp
```

This is the subadditivity $\tau_W[n_1+n_2]\le\tau_W[n_1]+\tau_W[n_2]$. Dividing the two-channel bound by 8 gives the inequality and the first equality condition, $\nabla n_1/n_1=\nabla n_2/n_2$. The decomposition gives the second, $\nabla\zeta=0$ at $x$, since $n$ and $1-\zeta^2$ are positive.

## Real orbitals and the pointwise kinetic bound

```lean
variable {ι : Type*} [Fintype ι]

/-- The density `∑ fᵢ φᵢ²` of real orbitals `φᵢ` with occupations `fᵢ`. -/
def orbitalDensity (f : ι → ℝ) (φ : ι → E → ℝ) (x : E) : ℝ :=
  ∑ i, f i * φ i x ^ 2
```

For finitely many real orbitals $\varphi_i$ with occupations $f_i$, the density is $\rho=\sum_i f_i\varphi_i^2$. Orthonormality is not assumed.

```lean
/-- The kinetic energy density `½ ∑ fᵢ ‖∇φᵢ‖²` of real orbitals with occupations `fᵢ`. -/
def kineticDensity (f : ι → ℝ) (φ : ι → E → ℝ) (x : E) : ℝ :=
  1 / 2 * ∑ i, f i * ‖gradient (φ i) x‖ ^ 2
```

The kinetic energy density is $\tau=\tfrac12\sum_i f_i\|\nabla\varphi_i\|^2$, the gradient form and not the Laplacian form.

```lean
/-- Where all the orbitals are differentiable, the orbital density has gradient `∑ 2 fᵢ φᵢ ∇φᵢ`. -/
theorem hasGradientAt_orbitalDensity (f : ι → ℝ) {φ : ι → E → ℝ} {g : ι → E} {x : E}
    (h : ∀ i, HasGradientAt (φ i) (g i) x) :
    HasGradientAt (orbitalDensity f φ) (∑ i, (2 * f i * φ i x) • g i) x := by
  have hs : ∀ (c : ℝ) (w : E), toDual ℝ E (c • w) = c • toDual ℝ E w := by
    intro c w
    ext v
    exact real_inner_smul_left w v c
  rw [hasGradientAt_iff_hasFDerivAt, map_sum]
  show HasFDerivAt (fun y => ∑ i, f i * φ i y ^ 2) _ x
  refine HasFDerivAt.fun_sum fun i _ => ?_
  have hi := hasGradientAt_iff_hasFDerivAt.mp (h i)
  -- chain rule for t ↦ fᵢ t²
  have hd : HasDerivAt (fun t : ℝ => f i * t ^ 2) (2 * f i * φ i x) (φ i x) :=
    ((hasDerivAt_pow 2 (φ i x)).const_mul (f i)).congr_deriv (by ring)
  have hc := HasDerivAt.comp_hasFDerivAt (f := φ i) x hd hi
  rw [hs]
  exact hc
```

The chain rule, applied term by term, gives $\nabla\rho=\sum_i 2f_i\varphi_i\nabla\varphi_i$.

```lean
/-- For differentiable real orbitals and nonzero density, the kinetic energy density minus the
von Weizsäcker density is `½ ∑ fᵢ ‖∇φᵢ - φᵢ ∇ρ/(2ρ)‖²`. -/
theorem kinetic_excess (f : ι → ℝ) {φ : ι → E → ℝ} {x : E}
    (h : ∀ i, DifferentiableAt ℝ (φ i) x) (hρ : orbitalDensity f φ x ≠ 0) :
    kineticDensity f φ x - weizsaecker (orbitalDensity f φ) x
      = 1 / 2 * ∑ i, f i * ‖gradient (φ i) x - φ i x •
          ((2 * orbitalDensity f φ x)⁻¹ • gradient (orbitalDensity f φ) x)‖ ^ 2 := by
  have hG : gradient (orbitalDensity f φ) x = ∑ i, (2 * f i * φ i x) • gradient (φ i) x :=
    (hasGradientAt_orbitalDensity f (g := fun i => gradient (φ i) x)
      fun i => (h i).hasGradientAt).gradient
  -- expand about an arbitrary vector u
  have key : ∀ u : E, ∑ i, f i * ‖gradient (φ i) x - φ i x • u‖ ^ 2
      = (∑ i, f i * ‖gradient (φ i) x‖ ^ 2) - inner ℝ (gradient (orbitalDensity f φ) x) u
        + orbitalDensity f φ x * ‖u‖ ^ 2 := by
    intro u
    rw [hG, orbitalDensity, sum_inner, Finset.sum_mul, ← Finset.sum_sub_distrib,
      ← Finset.sum_add_distrib]
    refine Finset.sum_congr rfl fun i _ => ?_
    rw [norm_sub_sq_real]
    simp only [norm_smul, mul_pow, Real.norm_eq_abs, sq_abs, real_inner_smul_left,
      real_inner_smul_right]
    ring
  have final : ∀ A N a : ℝ, N ≠ 0 →
      1 / 2 * A - a / (8 * N) = 1 / 2 * (A - (2 * N)⁻¹ * a + N * ((2 * N)⁻¹ ^ 2 * a)) := by
    intro A N a hN
    field_simp
    ring
  -- choose u = ∇ρ/(2ρ)
  rw [key, real_inner_smul_right, real_inner_self_eq_norm_sq, norm_smul, mul_pow,
    Real.norm_eq_abs, sq_abs, kineticDensity, weizsaecker]
  exact final _ _ _ hρ
```

For any vector $u$, expanding the square and using $\nabla\rho$ gives
$$\sum_i f_i\|\nabla\varphi_i-\varphi_iu\|^2=2\tau-\nabla\rho\cdot u+\rho\|u\|^2.$$
At $u=\nabla\rho/(2\rho)$ the right side is $2\tau-\|\nabla\rho\|^2/(4\rho)$, and half of it is $\tau-\tau_W[\rho]$. As before, `key` is the expansion and `final` the arithmetic. The identity is stated for $\rho(x)\ne0$, where the quotients are meaningful, and it assumes no sign condition on $f_i$.

```lean
/-- The von Weizsäcker bound for differentiable real orbitals with nonnegative occupations and
nonzero density: `τ_W ≤ τ`, with equality exactly when every occupied orbital has
`∇φᵢ = φᵢ ∇ρ/(2ρ)`. -/
theorem weizsaecker_le_kinetic {f : ι → ℝ} (hf : ∀ i, 0 ≤ f i) {φ : ι → E → ℝ} {x : E}
    (h : ∀ i, DifferentiableAt ℝ (φ i) x) (hρ : orbitalDensity f φ x ≠ 0) :
    weizsaecker (orbitalDensity f φ) x ≤ kineticDensity f φ x ∧
      (weizsaecker (orbitalDensity f φ) x = kineticDensity f φ x ↔
        ∀ i, 0 < f i → gradient (φ i) x = φ i x •
          ((2 * orbitalDensity f φ x)⁻¹ • gradient (orbitalDensity f φ) x)) := by
  have hid := kinetic_excess f h hρ
  have hnn : ∀ i ∈ (Finset.univ : Finset ι), 0 ≤ f i * ‖gradient (φ i) x - φ i x •
      ((2 * orbitalDensity f φ x)⁻¹ • gradient (orbitalDensity f φ) x)‖ ^ 2 :=
    fun i _ => mul_nonneg (hf i) (sq_nonneg _)
  have hz := Finset.sum_eq_zero_iff_of_nonneg hnn
  have hsum := Finset.sum_nonneg hnn
  refine ⟨by linarith, ?_, ?_⟩
  · intro he i hi
    have h0 := hz.mp (by linarith) i (Finset.mem_univ i)
    have h1 := (mul_eq_zero.mp h0).resolve_left hi.ne'
    exact sub_eq_zero.mp (norm_eq_zero.mp ((pow_eq_zero_iff two_ne_zero).mp h1))
  · intro he
    -- empty orbitals carry no weight, occupied ones satisfy the condition
    have h0 : ∀ i ∈ (Finset.univ : Finset ι), f i * ‖gradient (φ i) x - φ i x •
        ((2 * orbitalDensity f φ x)⁻¹ • gradient (orbitalDensity f φ) x)‖ ^ 2 = 0 := by
      intro i _
      rcases (hf i).eq_or_lt with h1 | h1
      · rw [← h1, zero_mul]
      · rw [he i h1, sub_self, norm_zero]
        ring
    have := hz.mpr h0
    linarith

end

end WeizsaeckerSubadditivity
```

With $f_i\ge0$ every term is nonnegative, so $\tau_W[\rho]\le\tau$. Equality holds exactly when each orbital with $f_i>0$ satisfies $\nabla\varphi_i=\varphi_i\nabla\rho/(2\rho)$ at $x$; unoccupied orbitals contribute nothing. A single occupied orbital always meets this condition where $\rho\ne0$.

The von Weizsäcker bound is often stated for integrated kinetic energies. The theorem is its pointwise version for finitely many real, differentiable orbitals; complex orbitals and the integration over space are not treated. In this setting it keeps the ratio $\tau_W/\tau$, an ingredient of some meta-GGA density functionals, at or below one wherever $\rho\ne0$ and $\tau>0$.

```lean
#print axioms WeizsaeckerSubadditivity.many_channel_bound
#print axioms WeizsaeckerSubadditivity.weizsaecker_spin_subadditive
#print axioms WeizsaeckerSubadditivity.weizsaecker_le_kinetic
```

```
'WeizsaeckerSubadditivity.many_channel_bound' depends on axioms: [propext, Classical.choice, Quot.sound]
'WeizsaeckerSubadditivity.weizsaecker_spin_subadditive' depends on axioms: [propext, Classical.choice, Quot.sound]
'WeizsaeckerSubadditivity.weizsaecker_le_kinetic' depends on axioms: [propext, Classical.choice, Quot.sound]
```
